# Classical motion in one dimension keeps the ħ²-corrected thermal Wigner density stationary exactly when the potential is at most quadratic

In classical Wigner dynamics, also called linearised semiclassical dynamics, initial positions and momenta are drawn from a quantum thermal distribution in phase space and then moved by Newton's equations. A system in thermal equilibrium should stay there. The sampled distribution, however, contains quantum corrections that the classical equations of motion know nothing about. Does the classical flow leave it unchanged?

The question is answered here for one particle on a line, with the distribution truncated at order $\hbar^2$. Within that model, every three-times differentiable potential that is not a polynomial of degree at most two makes the distribution start to drift under classical propagation.

```lean
import Mathlib

noncomputable section

namespace WignerThermalStationarity
```

## The potential and the thermal density

The particle has mass $m$, position $q$, momentum $p$ and energy $H = p^2/(2m) + V(q)$. The correction contains $V''$, and its drift contains $V'''$, so $V$, $V'$ and $V''$ must be differentiable. Continuity of $V'''$ is not required. In Lean, `deriv V` is $V'$, and each further `deriv` adds a prime.

```lean
/-- The potential, the slope and the curvature are all differentiable on the line. -/
structure ThriceDifferentiable (V : ℝ → ℝ) : Prop where
  potential : Differentiable ℝ V
  slope : Differentiable ℝ (deriv V)
  curvature : Differentiable ℝ (deriv (deriv V))
```

With $b = 1/(k_BT)$ the inverse temperature, the classical Boltzmann factor is

$$B(q,p) = e^{-bH(q,p)} .$$

```lean
/-- The classical Boltzmann factor `exp (-b H)` with `H = p² / (2m) + V q`, for `m ≠ 0`. -/
def boltzmann (b m : ℝ) (V : ℝ → ℝ) (q p : ℝ) : ℝ :=
  Real.exp (-b * (p ^ 2 / (2 * m) + V q))
```

The first thermal Wigner correction is

$$W = -\frac{b^2V''}{8m} + \frac{b^3(V')^2}{24m} + \frac{b^3p^2V''}{24m^2}.$$

It represents the leading effect of position and momentum failing to commute in the quantum Boltzmann operator. The expression is taken as a definition; its derivation from that operator is not part of the file.

```lean
/-- The first thermal Wigner correction `W`, the coefficient of `ħ²` relative to the
Boltzmann factor, for `m ≠ 0`. -/
def thermalCorrection (b m : ℝ) (V : ℝ → ℝ) (q p : ℝ) : ℝ :=
  -b ^ 2 * deriv (deriv V) q / (8 * m) + b ^ 3 * (deriv V q) ^ 2 / (24 * m)
    + b ^ 3 * p ^ 2 * deriv (deriv V) q / (24 * m ^ 2)
```

The corrected density, without its normalising constant, is

$$\rho = B\,(1+\hbar^2 W).$$

A constant prefactor would not affect stationarity. In Lean, `hbar` is a real parameter.

```lean
/-- The unnormalised thermal Wigner density through order `ħ²`, for `m ≠ 0`. -/
def wignerDensity (hbar b m : ℝ) (V : ℝ → ℝ) (q p : ℝ) : ℝ :=
  boltzmann b m V q p * (1 + hbar ^ 2 * thermalCorrection b m V q p)
```

Along a classical trajectory $\dot q = p/m$ and $\dot p = -V'$, so a phase-space function $f$ changes at the rate

$$Lf = \frac{p}{m}\,\partial_q f - V'\,\partial_p f .$$

A density is stationary under classical propagation when $L\rho = 0$ at every phase point. This is a condition on the instantaneous rate of change; no trajectories are constructed.

```lean
/-- The classical Liouville derivative `(p/m) ∂f/∂q - V' ∂f/∂p` of a phase-space function,
for `m ≠ 0`. -/
def liouville (m : ℝ) (V : ℝ → ℝ) (f : ℝ → ℝ → ℝ) (q p : ℝ) : ℝ :=
  p / m * deriv (fun x => f x p) q - deriv V q * deriv (fun y => f q y) p
```

## The drift of the correction

Differentiating $W$ in position, with $\partial_q (V')^2 = 2V'V''$, gives

$$\partial_q W = -\frac{b^2V'''}{8m} + \frac{b^3V'V''}{12m} + \frac{b^3p^2V'''}{24m^2}.$$

The Lean proof differentiates the three terms by the sum, power and constant-factor rules, and `ring` brings the result into this form.

```lean
/-- The position derivative of the thermal Wigner correction. -/
theorem thermalCorrection_position {V : ℝ → ℝ} (hV : ThriceDifferentiable V) (b m q p : ℝ) :
    HasDerivAt (fun x => thermalCorrection b m V x p)
      (-b ^ 2 * deriv (deriv (deriv V)) q / (8 * m)
        + b ^ 3 * deriv V q * deriv (deriv V) q / (12 * m)
        + b ^ 3 * p ^ 2 * deriv (deriv (deriv V)) q / (24 * m ^ 2)) q := by
  have h1 := (hV.slope q).hasDerivAt
  have h2 := (hV.curvature q).hasDerivAt
  exact ((((h2.const_mul (-b ^ 2)).div_const (8 * m)).fun_add
    (((h1.fun_pow 2).const_mul (b ^ 3)).div_const (24 * m))).fun_add
    ((h2.const_mul (b ^ 3 * p ^ 2)).div_const (24 * m ^ 2))).congr_deriv (by ring)
```

Only the last term of $W$ depends on momentum:

$$\partial_p W = \frac{b^3pV''}{12m^2}.$$

```lean
/-- The momentum derivative of the thermal Wigner correction. -/
theorem thermalCorrection_momentum (V : ℝ → ℝ) (b m q p : ℝ) :
    HasDerivAt (fun y => thermalCorrection b m V q y)
      (b ^ 3 * p * deriv (deriv V) q / (12 * m ^ 2)) p := by
  exact (((((hasDerivAt_pow 2 p).const_mul (b ^ 3)).mul_const
    (deriv (deriv V) q)).div_const (24 * m ^ 2)).const_add
    (-b ^ 2 * deriv (deriv V) q / (8 * m)
      + b ^ 3 * (deriv V q) ^ 2 / (24 * m))).congr_deriv (by ring)
```

The Boltzmann factor will be needed as well. By the chain rule,

$$\partial_p B = -\frac{bp}{m}\,B .$$

```lean
/-- The momentum derivative of the Boltzmann factor is `-b p / m` times that factor. -/
theorem boltzmann_momentum (V : ℝ → ℝ) (b m q p : ℝ) :
    HasDerivAt (fun y => boltzmann b m V q y)
      (boltzmann b m V q p * (-b * (p / m))) p := by
  have h : HasDerivAt (fun y : ℝ => -b * (y ^ 2 / (2 * m) + V q)) (-b * (p / m)) p :=
    ((((hasDerivAt_pow 2 p).div_const (2 * m)).add_const (V q)).const_mul
      (-b)).congr_deriv (by ring)
  exact h.exp
```

Now insert the derivatives of $W$ into $L$. The term $\frac{p}{m}\cdot\frac{b^3V'V''}{12m}$ from the position part cancels $V'\cdot\frac{b^3pV''}{12m^2}$ from the momentum part. What remains is

$$LW = -\frac{b^2pV'''}{8m^2} + \frac{b^3p^3V'''}{24m^3} = \frac{b^2pV'''}{24m^3}\,(bp^2-3m).$$

The theorem states this multiplied by $24m^3$. In its proof the two derivatives are substituted, `field_simp` clears the denominators and `ring` carries out the cancellation.

```lean
/-- The classical drift of the thermal Wigner correction is proportional to the third
derivative of the potential; the formula is written with the factor `24 m³` cleared. -/
theorem liouville_thermalCorrection {V : ℝ → ℝ} (hV : ThriceDifferentiable V)
    {m : ℝ} (hm : 0 < m) (b q p : ℝ) :
    24 * m ^ 3 * liouville m V (thermalCorrection b m V) q p
      = b ^ 2 * p * deriv (deriv (deriv V)) q * (b * p ^ 2 - 3 * m) := by
  have hm' : m ≠ 0 := hm.ne'
  unfold liouville
  rw [(thermalCorrection_position hV b m q p).deriv,
    (thermalCorrection_momentum V b m q p).deriv]
  field_simp
  ring
```

For $b,m>0$ the product vanishes at a given phase point exactly when one of its factors does:

$$LW(q,p)=0 \iff V'''(q)=0 \ \text{ or }\ p=0 \ \text{ or }\ bp^2=3m .$$

Where $V'''\neq 0$, the drift therefore vanishes only at the three momenta $0$ and $\pm\sqrt{3m/b}$. The intermediate statement `key` replaces $LW=0$ by the vanishing of the cleared product, which `mul_eq_zero` then splits into factors.

```lean
/-- At a given phase point the drift of the correction vanishes exactly when `V''' = 0` there,
or `p = 0`, or `b p² = 3 m`. -/
theorem drift_eq_zero_iff {V : ℝ → ℝ} (hV : ThriceDifferentiable V)
    {b m : ℝ} (hb : 0 < b) (hm : 0 < m) (q p : ℝ) :
    liouville m V (thermalCorrection b m V) q p = 0 ↔
      deriv (deriv (deriv V)) q = 0 ∨ p = 0 ∨ b * p ^ 2 = 3 * m := by
  have key : liouville m V (thermalCorrection b m V) q p = 0 ↔
      b ^ 2 * p * deriv (deriv (deriv V)) q * (b * p ^ 2 - 3 * m) = 0 := by
    rw [← liouville_thermalCorrection hV hm b q p]
    simp [hm.ne']
  rw [key]
  simp only [mul_eq_zero, pow_eq_zero_iff two_ne_zero, hb.ne', false_or, sub_eq_zero]
  tauto
```

Suppose that $LW=0$ everywhere, and fix $q$. At $p=1$, either $V'''(q)=0$ or $b=3m$. At $p=2$, either $V'''(q)=0$ or $4b=3m$. If $V'''(q)$ were not zero, both equations would hold, and then $3b=0$, which contradicts $b>0$. Hence

$$LW = 0 \text{ for all } q,p \iff V''' = 0 \text{ for all } q .$$

The case splits in the proof are these two tests, and `linarith` finds the contradiction. The converse follows from the pointwise criterion.

```lean
/-- The thermal Wigner correction is stationary under classical propagation at every phase
point exactly when the third derivative of the potential vanishes everywhere. -/
theorem correction_stationary_iff {V : ℝ → ℝ} (hV : ThriceDifferentiable V)
    {b m : ℝ} (hb : 0 < b) (hm : 0 < m) :
    (∀ q p, liouville m V (thermalCorrection b m V) q p = 0) ↔
      ∀ q, deriv (deriv (deriv V)) q = 0 := by
  refine ⟨fun h q => ?_, fun h q p => (drift_eq_zero_iff hV hb hm q p).2 (Or.inl (h q))⟩
  -- the momenta 1 and 2 cannot both lie on the exceptional set
  rcases (drift_eq_zero_iff hV hb hm q 1).1 (h q 1) with h1 | h1 | h1
  · exact h1
  · norm_num at h1
  · rcases (drift_eq_zero_iff hV hb hm q 2).1 (h q 2) with h2 | h2 | h2
    · exact h2
    · norm_num at h2
    · exfalso
      linarith
```

The harmonic oscillator shows the stationary case directly. For $V=\tfrac12\kappa q^2$ with constant $\kappa$, the correction becomes

$$W = -\frac{b^2\kappa}{8m} + \frac{b^3\kappa}{12m}\,H ,$$

a function of the energy alone, which classical motion conserves.

## From the correction to the full density

The Boltzmann factor is itself conserved:

$$LB = \frac{p}{m}(-bV')B - V'\left(-\frac{bp}{m}\right)B = 0 .$$

Since $L$ obeys the product rule,

$$L\rho = (1+\hbar^2W)\,LB + \hbar^2B\,LW = \hbar^2B\,LW .$$

In the proof, `hB` is the position derivative of $B$, while `hq` and `hp` are the two product rules for $\rho$. The final `ring` cancels the terms that make up $LB$.

```lean
/-- The classical drift of the corrected density is `ħ²` times the Boltzmann factor times the
drift of the thermal correction. -/
theorem liouville_wignerDensity {V : ℝ → ℝ} (hV : ThriceDifferentiable V)
    (hbar b m q p : ℝ) :
    liouville m V (wignerDensity hbar b m V) q p
      = hbar ^ 2 * boltzmann b m V q p * liouville m V (thermalCorrection b m V) q p := by
  have hB : HasDerivAt (fun x => boltzmann b m V x p)
      (boltzmann b m V q p * (-b * deriv V q)) q :=
    (((hV.potential q).hasDerivAt.const_add (p ^ 2 / (2 * m))).const_mul (-b)).exp
  have hWq := (thermalCorrection_position hV b m q p).differentiableAt.hasDerivAt
  have hWp := (thermalCorrection_momentum V b m q p).differentiableAt.hasDerivAt
  have hq : HasDerivAt (fun x => wignerDensity hbar b m V x p) _ q :=
    hB.fun_mul ((hWq.const_mul (hbar ^ 2)).const_add 1)
  have hp : HasDerivAt (fun y => wignerDensity hbar b m V q y) _ p :=
    (boltzmann_momentum V b m q p).fun_mul ((hWp.const_mul (hbar ^ 2)).const_add 1)
  unfold liouville
  rw [hq.deriv, hp.deriv]
  ring
```

Quantum mechanically, the stationary Wigner equation contains a term that classical propagation omits. Through order $\hbar^2$ it reads

$$L\rho + \frac{\hbar^2}{24}V'''\,\partial_p^3\rho = 0 ,$$

where at this order $\rho$ may be replaced by $B$ in the second term. Three momentum derivatives of the Boltzmann factor give

$$\partial_p^2B = \left(\frac{b^2p^2}{m^2}-\frac bm\right)B, \qquad \partial_p^3B = \left(\frac{3b^2p}{m^2}-\frac{b^3p^3}{m^3}\right)B .$$

Comparison with $L\rho=\hbar^2B\,LW$ yields

$$L\rho = -\frac{\hbar^2}{24}\,V'''\,\partial_p^3B .$$

The classical drift is thus balanced by the leading quantum term of the Moyal expansion, and leaving that term out breaks the balance wherever the right-hand side is non-zero. The steps `d1`, `d2` and `d3` are the successive momentum derivatives.

```lean
/-- The classical drift of the corrected density is the negative of the leading Moyal term
`(ħ²/24) V''' ∂³/∂p³` acting on the Boltzmann factor. -/
theorem moyal_balance {V : ℝ → ℝ} (hV : ThriceDifferentiable V) (hbar b m q p : ℝ) :
    liouville m V (wignerDensity hbar b m V) q p
      = -(hbar ^ 2 / 24 * deriv (deriv (deriv V)) q
          * deriv (deriv (deriv (fun y => boltzmann b m V q y))) p) := by
  have d1 : deriv (fun y => boltzmann b m V q y)
      = fun y => boltzmann b m V q y * (-b * (y / m)) :=
    funext fun y => (boltzmann_momentum V b m q y).deriv
  have d2 : deriv (fun y => boltzmann b m V q y * (-b * (y / m)))
      = fun y => boltzmann b m V q y * (b ^ 2 / m ^ 2 * y ^ 2 - b / m) :=
    funext fun y => (((boltzmann_momentum V b m q y).fun_mul
      (((hasDerivAt_id' y).div_const m).const_mul (-b))).congr_deriv (by ring)).deriv
  have d3 := ((boltzmann_momentum V b m q p).fun_mul
    (((hasDerivAt_pow 2 p).const_mul (b ^ 2 / m ^ 2)).sub_const (b / m))).deriv
  rw [liouville_wignerDensity hV, d1, d2, d3]
  unfold liouville
  rw [(thermalCorrection_position hV b m q p).deriv,
    (thermalCorrection_momentum V b m q p).deriv]
  ring
```

## The potentials that remain stationary

It remains to identify the potentials with $V'''=0$. If $V'''=0$ everywhere, then $V''$ is a constant $\kappa$. The function $V'-\kappa q$ has zero derivative, so it is a constant $c$. Likewise $V-cq-\tfrac12\kappa q^2$ is a constant $a$, and

$$V(q) = a + cq + \tfrac12\kappa q^2 .$$

Conversely, three differentiations of any polynomial $a+cq+kq^2$ give zero. Each integration in Lean uses `is_const_of_deriv_eq_zero`. In the forward half the local name `k` stands for $\kappa$, so the quadratic coefficient it supplies is `k / 2`.

```lean
/-- The third derivative of the potential vanishes everywhere exactly when the potential is a
polynomial of degree at most two. -/
theorem third_deriv_zero_iff {V : ℝ → ℝ} (hV : ThriceDifferentiable V) :
    (∀ q, deriv (deriv (deriv V)) q = 0) ↔
      ∃ a c k : ℝ, ∀ q, V q = a + c * q + k * q ^ 2 := by
  constructor
  · intro h
    -- integrate three times, one constant at a time
    obtain ⟨k, hk⟩ : ∃ k, ∀ q, deriv (deriv V) q = k :=
      ⟨_, fun q => is_const_of_deriv_eq_zero hV.curvature h q 0⟩
    have e1 : ∀ x, HasDerivAt (fun x => deriv V x - k * x) 0 x := fun x =>
      ((hV.slope x).hasDerivAt.fun_sub ((hasDerivAt_id' x).const_mul k)).congr_deriv
        (by rw [hk x]; ring)
    obtain ⟨c, hc⟩ : ∃ c, ∀ q, deriv V q - k * q = c :=
      ⟨_, fun q => is_const_of_deriv_eq_zero
        (fun x => (e1 x).differentiableAt) (fun x => (e1 x).deriv) q 0⟩
    have e2 : ∀ x, HasDerivAt (fun x => V x - (c * x + k / 2 * x ^ 2)) 0 x := fun x =>
      ((hV.potential x).hasDerivAt.fun_sub (((hasDerivAt_id' x).const_mul c).fun_add
        ((hasDerivAt_pow 2 x).const_mul (k / 2)))).congr_deriv
        (by linear_combination hc x)
    obtain ⟨a, ha⟩ : ∃ a, ∀ q, V q - (c * q + k / 2 * q ^ 2) = a :=
      ⟨_, fun q => is_const_of_deriv_eq_zero
        (fun x => (e2 x).differentiableAt) (fun x => (e2 x).deriv) q 0⟩
    exact ⟨a, c, k / 2, fun q => by linear_combination ha q⟩
  · rintro ⟨a, c, k, h⟩ q
    have d1 : deriv V = fun x => c + 2 * k * x := by
      rw [show V = fun x => a + c * x + k * x ^ 2 from funext h]
      exact funext fun x => (((((hasDerivAt_id' x).const_mul c).const_add a).fun_add
        ((hasDerivAt_pow 2 x).const_mul k)).congr_deriv (by ring)).deriv
    have d2 : deriv (fun x : ℝ => c + 2 * k * x) = fun _ => 2 * k :=
      funext fun x => ((((hasDerivAt_id' x).const_mul (2 * k)).const_add c).congr_deriv
        (by ring)).deriv
    rw [d1, d2, deriv_const]
```

The equivalence fails without `ThriceDifferentiable`. Take $V(q)=q|q|$, two half-parabolas joined at the origin. Its curvature is $2$ on the right and $-2$ on the left, so $V'''=0$ for every $q\neq0$, yet no single quadratic polynomial describes $V$. At the origin $V''$ and $V'''$ do not exist and Lean's `deriv` returns zero for both, so the left side of the equivalence would hold and the right side would not.

For a potential that meets the hypothesis, with $\hbar\neq0$ and $b,m>0$, the steps combine. The factor $\hbar^2B$ in $L\rho=\hbar^2B\,LW$ is never zero, so $L\rho$ and $LW$ vanish at the same phase points. Therefore

$$L\rho=0 \text{ for all } q,p \iff V(q)=a+cq+kq^2 \text{ for some real } a,c,k .$$

This covers the free particle, the uniform force, and the harmonic well and barrier. The criterion is local and does not ask whether $\rho$ can be normalised. It concerns the density truncated at $\hbar^2$ and does not give the size of the resulting error in a computed average.

The proof rewrites the right side back to the condition $LW=0$, then compares the two conditions point by point.

```lean
/-- For `ħ ≠ 0`, the corrected thermal density is stationary under classical propagation
exactly when the potential is a polynomial of degree at most two. -/
theorem density_stationary_iff_quadratic {V : ℝ → ℝ} (hV : ThriceDifferentiable V)
    {hbar b m : ℝ} (hh : hbar ≠ 0) (hb : 0 < b) (hm : 0 < m) :
    (∀ q p, liouville m V (wignerDensity hbar b m V) q p = 0) ↔
      ∃ a c k : ℝ, ∀ q, V q = a + c * q + k * q ^ 2 := by
  rw [← third_deriv_zero_iff hV, ← correction_stationary_iff hV hb hm]
  refine forall_congr' fun q => forall_congr' fun p => ?_
  have hB : boltzmann b m V q p ≠ 0 := Real.exp_ne_zero _
  rw [liouville_wignerDensity hV]
  simp [hh, hB]

end WignerThermalStationarity
```

```lean
#print axioms WignerThermalStationarity.moyal_balance
#print axioms WignerThermalStationarity.density_stationary_iff_quadratic
```

```
'WignerThermalStationarity.moyal_balance' depends on axioms: [propext, Classical.choice, Quot.sound]
'WignerThermalStationarity.density_stationary_iff_quadratic' depends on axioms: [propext, Classical.choice, Quot.sound]
```
